# Every operator B on a finite-dimensional space satisfies B = BTR, with R and T Hermitian and R² = √(B†B)

Let B be any linear operator on a finite-dimensional complex state space, written as a square matrix in an orthonormal basis; it need not be Hermitian, invertible or normalised. The lemma says that there are Hermitian matrices R and T with R² = √(B†B), BTR = B, B†BT² = R² and T²R = T. The proof takes for R a Hermitian square root of √(B†B), and for T its pseudo-inverse, which commutes with R. It gets BTR = B by showing that (BTR − B)†(BTR − B) vanishes, and the other two identities by regrouping products and using relations such as R²T = R.

An attempt in Lean 4 with a fault in it:

```lean
import Mathlib

open Matrix
open scoped ComplexOrder MatrixOrder

namespace BipartiteHalfFilling

noncomputable section

variable {n : Type*} [Fintype n] [DecidableEq n]

/-- A positive semidefinite matrix has a Hermitian square root `R` with a commuting
Hermitian pseudo-inverse `T`. -/
theorem exists_root_pseudoinverse {S : Matrix n n ℂ} (hS : S.PosSemidef) :
    ∃ R T : Matrix n n ℂ, Rᴴ = R ∧ Tᴴ = T ∧ R * R = S ∧ R * T = T * R ∧
      R * T * R = R ∧ T * R * T = T := by
  obtain ⟨U, d, hU, hd, hSd⟩ : ∃ (U : Matrix n n ℂ) (d : n → ℝ), Uᴴ * U = 1 ∧
      (∀ i, 0 ≤ d i) ∧ S = U * diagonal (fun i => (d i : ℂ)) * Uᴴ := by
    refine ⟨hS.1.eigenvectorUnitary, hS.1.eigenvalues, ?_, hS.eigenvalues_nonneg, ?_⟩
    · exact mem_unitaryGroup_iff'.mp hS.1.eigenvectorUnitary.2
    · have h := hS.1.spectral_theorem
      rw [Unitary.conjStarAlgAut_apply] at h
      exact h
  -- functions of `S` multiply and conjugate eigenvalue by eigenvalue
  have mulF : ∀ a b : n → ℂ, U * diagonal a * Uᴴ * (U * diagonal b * Uᴴ)
      = U * diagonal (fun i => a i * b i) * Uᴴ := by
    intro a b
    calc _ = U * diagonal a * (Uᴴ * U) * diagonal b * Uᴴ := by simp only [mul_assoc]
      _ = _ := by rw [hU, mul_one, mul_assoc U, diagonal_mul_diagonal]
  have conjF : ∀ a : n → ℝ, (U * diagonal (fun i => (a i : ℂ)) * Uᴴ)ᴴ
      = U * diagonal (fun i => (a i : ℂ)) * Uᴴ := by
    intro a
    have ha : star (fun i => (a i : ℂ)) = fun i => (a i : ℂ) := by
      funext i
      simp
    rw [conjTranspose_mul, conjTranspose_mul, conjTranspose_conjTranspose,
      diagonal_conjTranspose, ha, ← mul_assoc]
  have key : ∀ s : ℝ, (s : ℂ) * ((s⁻¹ : ℝ) : ℂ) * (s : ℂ) = (s : ℂ) := by
    intro s
    by_cases h : s = 0
    · simp [h]
    · rw [Complex.ofReal_inv, mul_inv_cancel₀ (Complex.ofReal_ne_zero.2 h), one_mul]
  refine ⟨U * diagonal (fun i => ((√(d i) : ℝ) : ℂ)) * Uᴴ,
    U * diagonal (fun i => (((√(d i))⁻¹ : ℝ) : ℂ)) * Uᴴ, conjF _, conjF _, ?_, ?_, ?_, ?_⟩
  · rw [mulF, hSd]
    congr 3
    funext i
    rw [← Complex.ofReal_mul, Real.mul_self_sqrt (hd i)]
  · rw [mulF, mulF]
    congr 3
    funext i
    exact mul_comm _ _
  · rw [mulF, mulF]
    congr 3
    funext i
    exact key _
  · rw [mulF, mulF]
    congr 3
    funext i
    have h := key (√(d i))⁻¹
    rwa [inv_inv] at h

/-- The matrix `√(B* B)` has a Hermitian square root `R` for which some Hermitian `T` satisfies `B T
R = B`, `B* B T² = R²` and `T² R = T`. -/
theorem exists_polar_roots (B : Matrix n n ℂ) :
    ∃ R T : Matrix n n ℂ, Rᴴ = R ∧ Tᴴ = T ∧ R * R = CFC.sqrt (Bᴴ * B) ∧
      B * T * R = B ∧ Bᴴ * B * (T * T) = R * R ∧ T * T * R = T := by
  have hpos : (CFC.sqrt (Bᴴ * B)).PosSemidef :=
    Matrix.nonneg_iff_posSemidef.mp (CFC.sqrt_nonneg _)
  have hsq : CFC.sqrt (Bᴴ * B) * CFC.sqrt (Bᴴ * B) = Bᴴ * B :=
    CFC.sqrt_mul_sqrt_self (Bᴴ * B)
      (Matrix.nonneg_iff_posSemidef.mpr (posSemidef_conjTranspose_mul_self B))
  obtain ⟨R, T, hR, hT, hRR, hc, hr, ht⟩ := exists_root_pseudoinverse hpos
  rw [← hRR] at hsq
  have ha : R * R * T = R := by rw [mul_assoc, hc, ← mul_assoc, hr]
  refine ⟨R, T, hR, hT, hRR, ?_, ?_, ?_⟩
  · -- `B` vanishes on the kernel of `B* B`
    have h0 : (B * T * R - B)ᴴ * (B * T * R - B) = 0 := by
      calc _ = (R * T - 1) * (Bᴴ * B) * (T * R - 1) := by
            rw [conjTranspose_sub, conjTranspose_mul, conjTranspose_mul, hR, hT]
            noncomm_ring
        _ = (R * T - 1) * (R * R * R) * (R * T * R - R) := by
            rw [← hsq]
            noncomm_ring
        _ = 0 := by rw [hr, sub_self, mul_zero]
    exact sub_eq_zero.mp (conjTranspose_mul_self_eq_zero.mp h0)
  · calc _ = R * R * (R * R * T) * T := by
          rw [← hsq]
          simp only [mul_assoc]
      _ = R * (R * R * T) := by
          rw [ha]
          simp only [mul_assoc]
      _ = R * R := by rw [ha]
  · rw [mul_assoc, ← hc, ← mul_assoc, ht]

end

end BipartiteHalfFilling
```

Messages:

```
Main.lean:90:29: error: unsolved goals
n : Type u_1
inst✝¹ : Fintype n
inst✝ : DecidableEq n
B : Matrix n n ℂ
hpos : (CFC.sqrt (Bᴴ * B)).PosSemidef
R : Matrix n n ℂ
hsq : R * R * (R * R) = Bᴴ * B
T : Matrix n n ℂ
hR : Rᴴ = R
hT : Tᴴ = T
hRR : R * R = CFC.sqrt (Bᴴ * B)
hc : R * T = T * R
hr : R * T * R = R
ht : T * R * T = T
ha : R * R * T = R
⊢ R * (R * (R * T)) = R * R
```

Cause. The error is in the calculation of B†BT² = R², at the step from `R * R * (R * R * T) * T` to `R * (R * R * T)`. The hypothesis `ha` says that `R * R * T = R`, and `rw [ha]` replaces every instance of that product in the goal. It was meant for the left side only, but the right side contains the product too and shrinks to `R * R`. The goal is then `R * R * R * T = R * R`. This is true, but it needs `ha` once more, and `simp only [mul_assoc]` can only move brackets. It leaves `R * (R * (R * T)) = R * R`, the unsolved goal in the message.

The repair splits the step in two. The first new line ends at `R * R * R * T`, which is bracketed so that `R * R * T` does not occur in it as a subterm. So `rw [ha]` changes only the left side, and the two sides then agree. The second new line only moves brackets, which `simp only [mul_assoc]` can do, and it restores `R * (R * R * T)` for the final `rw [ha]`.

As a diff, the version that Lean accepts:

```diff
@@ -88,7 +88,6 @@
           rw [← hsq]
           simp only [mul_assoc]
-      _ = R * (R * R * T) := by
-          rw [ha]
-          simp only [mul_assoc]
+      _ = R * R * R * T := by rw [ha]
+      _ = R * (R * R * T) := by simp only [mul_assoc]
       _ = R * R := by rw [ha]
   · rw [mul_assoc, ← hc, ← mul_assoc, ht]
```
